# Richardson extrapolation of positive Trotter partition functions can tend to minus infinity on cooling

Two attractive rank-one terms act on a qubit: $H=-(P+Q)$, where $P$ projects onto $(1,0)$ and $Q$ onto $(5/13,12/13)$. I computed the Trotter partition functions

$$Z_n(b)=\operatorname{tr}\big[(e^{bP/n}e^{bQ/n})^n\big]$$

with one and two slices and removed the leading $1/n^2$ error by the usual combination $E(b)=(4Z_2(b)-Z_1(b))/3$. At $b=8$ the result is negative, although both inputs are positive. Have I made an error, or can extrapolation really do this, and does it get better at lower temperature?

## One slice outgrows four times two slices when the overlap is small but nonzero

There is no error, and cooling makes it worse. For rank-one projectors with overlap $t=\operatorname{tr}(PQ)$, $E(b)\to-\infty$ as $b\to\infty$ exactly when $0<t<1/4$. Your pair has $t=25/169$. The weights $4/3$ and $-1/3$ are designed for small time steps, but at fixed $n$ the step $b/n$ grows with $b$.

Write $P=uu^\dagger$ with $u$ a unit vector. Then $P^2=P=P^\dagger$, $\operatorname{tr}P=1$ and $PXP=u(u^\dagger Xu)u^\dagger=\operatorname{tr}(PX)P$; the same holds for $Q$. The overlap lies in $[0,1]$, because

$$t=\operatorname{tr}[(PQ)^\dagger PQ]\ge0,\qquad 1-t=\operatorname{tr}[(Q-PQ)^\dagger(Q-PQ)]\ge0.$$

Since $P^k=P$ for $k\ge1$, the exponential series gives $e^{cP}=1+(e^c-1)P$. Let $d$ be the dimension, $s=e^{b/2}$, $x=s^2-1$ and $y=s-1$. For one slice,

$$Z_1=\operatorname{tr}[(1+xP)(1+xQ)]=d+2x+tx^2.$$

For two slices, put $N=y(P+Q)+y^2PQ$. Then $\operatorname{tr}N=2y+ty^2$ and $\operatorname{tr}N^2=(2+2t)y^2+4ty^3+t^2y^4$, so

$$Z_2=\operatorname{tr}(1+N)^2=d+4y+(2+4t)y^2+4ty^3+t^2y^4.$$

The last coefficient needs care: $PQ$ is not a projector when $0<t<1$, and $PQPQ=t\,PQ$ has trace $t^2$. Writing $t$ there would make the whole effect disappear. Inserting $x$ and $y$ gives

$$\begin{aligned}3E={}&-t(1-4t)s^4+16t(1-t)s^3+6(1-t)(1-4t)s^2\\&+16t(1-t)s-t(1-4t)+3(d-2).\end{aligned}$$

For $0<t<1/4$ the leading coefficient is negative, so $E\to-\infty$. For $t>1/4$ it is positive. Neither strict inequality can be relaxed, as two qubit cases show: at $t=0$ one has $E=2s^2$, and at $t=1/4$ one has $E=s^3+s$. Both grow to plus infinity.

Positivity of $Z_n$ holds for all Hermitian exponents $A,B$. Put $S=e^{A/2}$, $R=e^{B/2}$ and $K=RS$. Then

$$e^Ae^B=S^2R^2=S(K^\dagger K)S^{-1},$$

so the trace of the $n$th power is $\operatorname{tr}G^n$ with $G=K^\dagger K$. Here $G^{2k}=(G^k)^\dagger G^k$ and $G^{2k+1}=(KG^k)^\dagger(KG^k)$. Each is a Gram matrix of an invertible matrix and has positive trace.

For simulation practice, this two-projector model with one and two slices shows that positive partition functions can extrapolate to a negative one, which has no real free energy.

In the Lean file below, the finite type `ι` labels the basis and `Fintype.card ι` is $d$. `IsRankOneProjector` says that a matrix is $uu^\dagger$ for a unit vector. `overlap` is the real part of $\operatorname{tr}(PQ)$, and `overlap_mem` shows that nothing is lost by this. `trotterZ` uses the matrix exponential and a positive slice number `n : ℕ+`. Its positivity is an inequality in `ℂ`, which means real and positive, and it holds for every real `b`. Both couplings are set to one, so `b` is inverse temperature in units of the inverse coupling. The limit `Tendsto (richardson P Q) atTop atBot` is $E(b)\to-\infty$. The exact partition function and the order of the Trotter error do not enter the theorems.

`IsRankOneProjector.facts` supplies the projector rules, and `exp_projector` compares the exponential series term by term. In `trotterZ_one_two`, `simp` expands the products and reduces words such as $PQP$ to $tP$; `ring` collects the coefficients. `richardson_eq` then substitutes $e^b=s^2$.

The equivalence is `richardson_tendsto_atBot_iff`. Inside the window, $s^4$ eventually dominates and yields $E\le-s/3+d$. Outside it, a limit of minus infinity would give some $b$ with $s\ge2$ and $E\le-3$. `nlinarith` refutes this directly at $t=0$; for $t\ge1/4$ the quadratic term can be negative, and the proof first uses $s\ge2$ to absorb it into the cubic term.

`trace_exp_mul_exp_pow_pos` carries out the Gram argument, splitting `n` into even and odd. `richardson_counterexample` joins positivity to the limit, with the unit trace of $P$ excluding an empty basis. `richardson_counterexample_witness` checks your qubit pair and its overlap.

```lean
import Mathlib

open Matrix Filter
open scoped ComplexOrder

namespace RichardsonTrotterCounterexample

noncomputable section

variable {ι : Type*} [Fintype ι] [DecidableEq ι]

/-- A rank-one orthogonal projector `|u⟩⟨u|` onto a unit vector `u`. -/
def IsRankOneProjector (P : Matrix ι ι ℂ) : Prop :=
  ∃ u : ι → ℂ, star u ⬝ᵥ u = 1 ∧ P = vecMulVec u (star u)

/-- The overlap `tr(PQ)` of two projectors, as a real number. -/
def overlap (P Q : Matrix ι ι ℂ) : ℝ := (P * Q).trace.re

/-- The Trotter partition function `Z_n(b) = tr((exp(bP/n) exp(bQ/n))^n)` of `H = -(P + Q)`
at inverse temperature `b`, with `n ≥ 1` time slices. -/
def trotterZ (P Q : Matrix ι ι ℂ) (n : ℕ+) (b : ℝ) : ℂ :=
  ((NormedSpace.exp (((b / ((n : ℕ) : ℝ) : ℝ) : ℂ) • P) *
    NormedSpace.exp (((b / ((n : ℕ) : ℝ) : ℝ) : ℂ) • Q)) ^ (n : ℕ)).trace

/-- The Richardson extrapolation `(4 Z_2(b) - Z_1(b)) / 3`, formed from the real parts. -/
def richardson (P Q : Matrix ι ι ℂ) (b : ℝ) : ℝ :=
  (4 * (trotterZ P Q 2 b).re - (trotterZ P Q 1 b).re) / 3

/-- A rank-one projector is Hermitian, idempotent and of unit trace, and it compresses every
operator `X` to a number: `P X P = tr(PX) P`. -/
theorem IsRankOneProjector.facts {P : Matrix ι ι ℂ} (hP : IsRankOneProjector P) :
    Pᴴ = P ∧ P * P = P ∧ P.trace = 1 ∧ ∀ X, P * X * P = (P * X).trace • P := by
  obtain ⟨u, hu, rfl⟩ := hP
  have htr : (vecMulVec u (star u)).trace = 1 := by
    rw [trace_vecMulVec, dotProduct_comm, hu]
  have hs : ∀ X, vecMulVec u (star u) * X * vecMulVec u (star u)
      = (vecMulVec u (star u) * X).trace • vecMulVec u (star u) := by
    intro X
    rw [vecMulVec_mul, trace_vecMulVec, vecMulVec_mul_vecMulVec,
      dotProduct_comm u]
    ext i j
    simp only [vecMulVec_apply, Matrix.smul_apply, Pi.smul_apply, smul_eq_mul]
    ring
  refine ⟨?_, ?_, htr, hs⟩
  · ext i j
    simp [vecMulVec_apply, conjTranspose_apply, mul_comm]
  · have h := hs 1
    rwa [mul_one, htr, one_smul] at h

/-- The trace `tr(PQ)` of two rank-one projectors is real and lies between 0 and 1. -/
theorem overlap_mem {P Q : Matrix ι ι ℂ} (hP : IsRankOneProjector P)
    (hQ : IsRankOneProjector Q) :
    (P * Q).trace = (overlap P Q : ℂ) ∧ 0 ≤ overlap P Q ∧ overlap P Q ≤ 1 := by
  obtain ⟨hPh, hPP, -, -⟩ := hP.facts
  obtain ⟨hQh, hQQ, hQt, -⟩ := hQ.facts
  have gram : ∀ K : Matrix ι ι ℂ, 0 ≤ (Kᴴ * K).trace := by
    intro K
    simp only [trace, diag_apply, mul_apply, conjTranspose_apply]
    exact Finset.sum_nonneg fun i _ => Finset.sum_nonneg fun j _ => star_mul_self_nonneg _
  have hc : (Q * P * Q).trace = (P * Q).trace := by
    rw [mul_assoc, trace_mul_comm, mul_assoc, hQQ]
  -- the Gram matrices of `PQ` and of `(1 - P)Q`
  have h1 : (P * Q)ᴴ * (P * Q) = Q * P * Q := by
    rw [conjTranspose_mul, hPh, hQh]
    calc Q * P * (P * Q) = Q * (P * P) * Q := by noncomm_ring
      _ = Q * P * Q := by rw [hPP]
  have h2 : (Q - P * Q)ᴴ * (Q - P * Q) = Q - Q * P * Q := by
    rw [conjTranspose_sub, conjTranspose_mul, hPh, hQh]
    calc (Q - Q * P) * (Q - P * Q)
        = Q * Q - Q * P * Q - Q * P * Q + Q * (P * P) * Q := by noncomm_ring
      _ = Q - Q * P * Q := by rw [hPP, hQQ]; abel
  have g1 := gram (P * Q)
  have g2 := gram (Q - P * Q)
  rw [h1, hc] at g1
  rw [h2, trace_sub, hc, hQt] at g2
  have a1 := Complex.le_def.1 g1
  have a2 := (Complex.le_def.1 g2).1
  simp only [Complex.zero_re, Complex.sub_re, Complex.one_re] at a1 a2
  refine ⟨Complex.ext rfl ?_, a1.1, ?_⟩
  · simpa using a1.2.symm
  · unfold overlap
    linarith

/-- The exponential of a multiple of an idempotent: `exp(cP) = 1 + (e^c - 1) P`. -/
theorem exp_projector {P : Matrix ι ι ℂ} (hP : P * P = P) (c : ℝ) :
    NormedSpace.exp ((c : ℂ) • P) = 1 + ((Real.exp c - 1 : ℝ) : ℂ) • P := by
  have hpow : ∀ k : ℕ, P ^ (k + 1) = P := by
    intro k
    induction k with
    | zero => simp
    | succ k ih => rw [pow_succ, ih, hP]
  have hc : HasSum (fun k : ℕ => (c : ℂ) ^ k / (k.factorial : ℂ)) (Complex.exp c) := by
    rw [Complex.exp_eq_exp_ℂ]
    exact NormedSpace.expSeries_div_hasSum_exp (c : ℂ)
  -- all powers of `P` but the zeroth equal `P`
  have hsum := (hc.smul_const P).add (hasSum_ite_eq (0 : ℕ) (1 - P))
  rw [congrFun (NormedSpace.exp_eq_tsum (𝕂 := ℂ)) ((c : ℂ) • P)]
  have hterm : (fun k : ℕ => ((k.factorial : ℂ)⁻¹) • ((c : ℂ) • P) ^ k) =
      fun k : ℕ => ((c : ℂ) ^ k / (k.factorial : ℂ)) • P + if k = 0 then 1 - P else 0 := by
    funext k
    cases k with
    | zero => simp
    | succ k =>
      rw [smul_pow, hpow, smul_smul, if_neg (Nat.succ_ne_zero k), add_zero, div_eq_inv_mul]
  rw [hterm, hsum.tsum_eq]
  push_cast
  rw [sub_smul, one_smul]
  abel

/-- Closed forms of `Z_1` and `Z_2` for rank-one projectors in terms of the dimension and the
overlap. -/
theorem trotterZ_one_two {P Q : Matrix ι ι ℂ} (hP : IsRankOneProjector P)
    (hQ : IsRankOneProjector Q) (b : ℝ) :
    trotterZ P Q 1 b = ((Fintype.card ι + 2 * (Real.exp b - 1)
      + overlap P Q * (Real.exp b - 1) ^ 2 : ℝ) : ℂ) ∧
    trotterZ P Q 2 b = ((Fintype.card ι + 4 * (Real.exp (b / 2) - 1)
      + (2 + 4 * overlap P Q) * (Real.exp (b / 2) - 1) ^ 2
      + 4 * overlap P Q * (Real.exp (b / 2) - 1) ^ 3
      + overlap P Q ^ 2 * (Real.exp (b / 2) - 1) ^ 4 : ℝ) : ℂ) := by
  obtain ⟨-, hPP, hPt, hPs⟩ := hP.facts
  obtain ⟨-, hQQ, hQt, hQs⟩ := hQ.facts
  have ht := (overlap_mem hP hQ).1
  have ht' : (Q * P).trace = (overlap P Q : ℂ) := by rw [trace_mul_comm, ht]
  have w1 : P * Q * P = (overlap P Q : ℂ) • P := by rw [hPs, ht]
  have w2 : Q * P * Q = (overlap P Q : ℂ) • Q := by rw [hQs, ht']
  have w3 : P * Q * Q = P * Q := by rw [mul_assoc, hQQ]
  have n2 : ((2 : ℕ+) : ℕ) = 2 := rfl
  constructor
  · simp only [trotterZ, PNat.one_coe, Nat.cast_one, div_one, pow_one,
      exp_projector hPP, exp_projector hQQ, mul_add, add_mul, smul_mul_assoc,
      mul_smul_comm, one_mul, mul_one, smul_add, trace_add, trace_smul, trace_one,
      hPt, hQt, ht, smul_eq_mul]
    push_cast
    ring
  · simp only [trotterZ, n2, Nat.cast_ofNat, pow_two (_ : Matrix ι ι ℂ),
      exp_projector hPP, exp_projector hQQ, mul_add, add_mul, smul_mul_assoc,
      mul_smul_comm, one_mul, mul_one, smul_add, ← mul_assoc, hPP, hQQ, w1, w2, w3,
      trace_add, trace_smul, trace_one, hPt, hQt, ht, ht', smul_eq_mul]
    push_cast
    ring

/-- For Hermitian `A` and `B` on a nonzero space, `tr((exp(A) exp(B))^n)` is real and
positive. -/
theorem trace_exp_mul_exp_pow_pos [Nonempty ι] {A B : Matrix ι ι ℂ} (hA : Aᴴ = A)
    (hB : Bᴴ = B) (n : ℕ) :
    0 < ((NormedSpace.exp A * NormedSpace.exp B) ^ n).trace := by
  have root : ∀ C : Matrix ι ι ℂ, Cᴴ = C →
      ∃ S : (Matrix ι ι ℂ)ˣ, (S : Matrix ι ι ℂ)ᴴ = S ∧ NormedSpace.exp C = S * S := by
    intro C hC
    have hh : ((1 / 2 : ℂ) • C).IsHermitian := by
      unfold Matrix.IsHermitian
      rw [conjTranspose_smul, hC]
      simp
    obtain ⟨S, hS⟩ := Matrix.isUnit_exp ((1 / 2 : ℂ) • C)
    refine ⟨S, by rw [hS]; exact hh.exp, ?_⟩
    rw [hS, ← Matrix.exp_add_of_commute _ _ (Commute.refl _)]
    congr 1
    module
  have gram : ∀ K : Matrix ι ι ℂ, IsUnit K → 0 < (Kᴴ * K).trace := by
    intro K hK
    refine lt_of_le_of_ne ?_ fun h =>
      hK.ne_zero (trace_conjTranspose_mul_self_eq_zero_iff.1 h.symm)
    simp only [trace, diag_apply, mul_apply, conjTranspose_apply]
    exact Finset.sum_nonneg fun i _ => Finset.sum_nonneg fun j _ => star_mul_self_nonneg _
  obtain ⟨S, hS, hSA⟩ := root A hA
  obtain ⟨R, hR, hRB⟩ := root B hB
  obtain ⟨K, hK⟩ : ∃ K : Matrix ι ι ℂ, K = R * S := ⟨_, rfl⟩
  have hKu : IsUnit K := hK ▸ (R.isUnit.mul S.isUnit)
  have hKh : Kᴴ = S * R := by rw [hK, conjTranspose_mul, hS, hR]
  -- the Trotter step is similar to the Gram matrix of `K`
  have hsim : NormedSpace.exp A * NormedSpace.exp B
      = (S : Matrix ι ι ℂ) * (Kᴴ * K) * (S⁻¹ : (Matrix ι ι ℂ)ˣ) := by
    rw [hSA, hRB, hKh, hK]
    simp only [mul_assoc, Units.mul_inv, mul_one]
  rw [hsim, Units.conj_pow, trace_mul_comm, Units.inv_mul_cancel_left]
  have hG : ∀ k : ℕ, ((Kᴴ * K) ^ k)ᴴ = (Kᴴ * K) ^ k := by
    intro k
    rw [conjTranspose_pow, conjTranspose_mul, conjTranspose_conjTranspose]
  have hGu : IsUnit (Kᴴ * K) := by
    rw [hKh]
    exact (S.isUnit.mul R.isUnit).mul hKu
  -- every power of a Gram matrix is again a Gram matrix
  obtain ⟨k, rfl | rfl⟩ := Nat.even_or_odd' n
  · have h := gram _ (hGu.pow k)
    rwa [hG, ← pow_add, ← two_mul] at h
  · have h := gram _ (hKu.mul (hGu.pow k))
    have e : (K * (Kᴴ * K) ^ k)ᴴ * (K * (Kᴴ * K) ^ k) = (Kᴴ * K) ^ (2 * k + 1) := by
      rw [conjTranspose_mul, hG]
      calc (Kᴴ * K) ^ k * Kᴴ * (K * (Kᴴ * K) ^ k)
          = (Kᴴ * K) ^ k * (Kᴴ * K) * (Kᴴ * K) ^ k := by simp only [mul_assoc]
        _ = (Kᴴ * K) ^ (2 * k + 1) := by
          rw [← pow_succ, ← pow_add]
          congr 1
          omega
    rwa [e] at h

/-- For rank-one projectors the extrapolated partition function is a polynomial of degree at most
four in `exp(b/2)`, whose fourth-power coefficient is `-t(1 - 4t)/3` at overlap `t`. -/
theorem richardson_eq {P Q : Matrix ι ι ℂ} (hP : IsRankOneProjector P)
    (hQ : IsRankOneProjector Q) (b : ℝ) :
    richardson P Q b = (-(overlap P Q * (1 - 4 * overlap P Q)) * Real.exp (b / 2) ^ 4
      + 16 * (overlap P Q * (1 - overlap P Q)) * Real.exp (b / 2) ^ 3
      + 6 * ((1 - overlap P Q) * (1 - 4 * overlap P Q)) * Real.exp (b / 2) ^ 2
      + 16 * (overlap P Q * (1 - overlap P Q)) * Real.exp (b / 2)
      - overlap P Q * (1 - 4 * overlap P Q) + 3 * (Fintype.card ι - 2)) / 3 := by
  have hs : Real.exp b = Real.exp (b / 2) ^ 2 := by
    rw [pow_two, ← Real.exp_add, add_halves]
  obtain ⟨h1, h2⟩ := trotterZ_one_two hP hQ b
  rw [richardson, h1, h2, Complex.ofReal_re, Complex.ofReal_re, hs]
  ring

/-- For rank-one projectors the extrapolated partition function tends to minus infinity at low
temperature exactly when `0 < tr(PQ) < 1/4`. -/
theorem richardson_tendsto_atBot_iff {P Q : Matrix ι ι ℂ} (hP : IsRankOneProjector P)
    (hQ : IsRankOneProjector Q) :
    Tendsto (richardson P Q) atTop atBot ↔ 0 < overlap P Q ∧ overlap P Q < 1 / 4 := by
  obtain ⟨-, h0, h1⟩ := overlap_mem hP hQ
  have hform := richardson_eq hP hQ
  have hd : (0 : ℝ) ≤ Fintype.card ι := Nat.cast_nonneg _
  have hexp : Tendsto (fun b : ℝ => Real.exp (b / 2)) atTop atTop :=
    Real.tendsto_exp_atTop.comp (tendsto_id.atTop_div_const (by norm_num))
  generalize overlap P Q = t at *
  constructor
  · intro h
    by_contra hne
    obtain ⟨b, hb, hs⟩ :=
      ((h.eventually_le_atBot (-3)).and (hexp.eventually_ge_atTop 2)).exists
    rw [hform b] at hb
    generalize Real.exp (b / 2) = s at hb hs
    rcases h0.eq_or_lt with h00 | hpos
    · subst h00
      nlinarith [sq_nonneg s]
    · have h4 : 1 / 4 ≤ t := by
        by_contra hlt
        exact hne ⟨hpos, not_le.1 hlt⟩
      -- outside the window the quartic is bounded below
      have a1 : 0 ≤ t * (4 * t - 1) * (s ^ 4 + 1) :=
        mul_nonneg (mul_nonneg h0 (by linarith)) (by positivity)
      have a2 : 0 ≤ (1 - t) * s ^ 2 * (16 * t * s - 6 * (4 * t - 1)) :=
        mul_nonneg (mul_nonneg (by linarith) (sq_nonneg s)) (by nlinarith)
      have a3 : 0 ≤ t * (1 - t) * s :=
        mul_nonneg (mul_nonneg h0 (by linarith)) (by linarith)
      nlinarith
  · rintro ⟨hpos, hlt⟩
    have hc : 0 < t * (1 - 4 * t) := mul_pos hpos (by linarith)
    have hlim : Tendsto (fun b : ℝ => -(Real.exp (b / 2) / 3) + (Fintype.card ι : ℝ))
        atTop atBot :=
      tendsto_atBot_add_const_right _ _
        (tendsto_neg_atTop_atBot.comp (hexp.atTop_div_const (by norm_num)))
    refine tendsto_atBot_mono' _ ?_ hlim
    filter_upwards [hexp.eventually_ge_atTop 1,
      hexp.eventually_ge_atTop (15 / (t * (1 - 4 * t)))] with b hs1 hs2
    rw [hform b]
    generalize Real.exp (b / 2) = s at hs1 hs2
    rw [div_le_iff₀ hc] at hs2
    have p3 : 0 ≤ s ^ 3 := by positivity
    have q1 : s ≤ s ^ 2 := by nlinarith
    have q2 : s ^ 2 ≤ s ^ 3 := by nlinarith [sq_nonneg s]
    -- the negative quartic term dominates all the others
    have b1 : 15 * s ^ 3 ≤ t * (1 - 4 * t) * s ^ 4 := by
      have := mul_le_mul_of_nonneg_right hs2 p3
      linarith [show s * (t * (1 - 4 * t)) * s ^ 3 = t * (1 - 4 * t) * s ^ 4 by ring]
    have c1 : 16 * (t * (1 - t)) ≤ 4 := by nlinarith [sq_nonneg (2 * t - 1)]
    have c2 : 6 * ((1 - t) * (1 - 4 * t)) ≤ 6 := by nlinarith
    have b2 := mul_le_mul_of_nonneg_right c1 p3
    have b3 := mul_le_mul_of_nonneg_right c2 (sq_nonneg s)
    have b4 := mul_le_mul_of_nonneg_right c1 (by linarith : (0 : ℝ) ≤ s)
    linarith

/-- For rank-one projectors with `0 < tr(PQ) < 1/4`, every Trotter partition function is
positive, yet the Richardson extrapolation of `Z_1` and `Z_2` tends to minus infinity. -/
theorem richardson_counterexample {P Q : Matrix ι ι ℂ} (hP : IsRankOneProjector P)
    (hQ : IsRankOneProjector Q) (hpos : 0 < overlap P Q) (hlt : overlap P Q < 1 / 4) :
    (∀ (n : ℕ+) (b : ℝ), 0 < trotterZ P Q n b) ∧
      Tendsto (richardson P Q) atTop atBot := by
  refine ⟨fun n b => ?_, (richardson_tendsto_atBot_iff hP hQ).2 ⟨hpos, hlt⟩⟩
  obtain ⟨hPh, -, hPt, -⟩ := hP.facts
  have hne : Nonempty ι := by
    by_contra h
    rw [not_nonempty_iff] at h
    simp [trace] at hPt
  apply trace_exp_mul_exp_pow_pos
  · rw [conjTranspose_smul, hPh, Complex.star_def, Complex.conj_ofReal]
  · rw [conjTranspose_smul, hQ.facts.1, Complex.star_def, Complex.conj_ofReal]

/-- Two explicit qubit projectors, onto `(1, 0)` and `(5/13, 12/13)`, with overlap `25/169`. -/
theorem richardson_counterexample_witness :
    IsRankOneProjector !![(1 : ℂ), 0; 0, 0] ∧
    IsRankOneProjector !![(25 / 169 : ℂ), 60 / 169; 60 / 169, 144 / 169] ∧
    overlap !![(1 : ℂ), 0; 0, 0] !![(25 / 169 : ℂ), 60 / 169; 60 / 169, 144 / 169]
      = 25 / 169 := by
  refine ⟨⟨![1, 0], ?_, ?_⟩, ⟨![((5 / 13 : ℝ) : ℂ), ((12 / 13 : ℝ) : ℂ)], ?_, ?_⟩, ?_⟩
  · simp [dotProduct, Fin.sum_univ_succ]
  · ext i j
    fin_cases i <;> fin_cases j <;> simp [vecMulVec_apply]
  · simp only [dotProduct, Fin.sum_univ_two, Pi.star_apply, cons_val_zero, cons_val_one,
      Complex.star_def, Complex.conj_ofReal]
    push_cast
    norm_num
  · ext i j
    fin_cases i <;> fin_cases j <;>
      simp only [vecMulVec_apply, Pi.star_apply, Complex.star_def, Fin.zero_eta, Fin.mk_one,
        of_apply, cons_val_zero, cons_val_one, Complex.conj_ofReal] <;>
      push_cast <;> norm_num
  · have h : (!![(1 : ℂ), 0; 0, 0] *
        !![(25 / 169 : ℂ), 60 / 169; 60 / 169, 144 / 169]).trace = ((25 / 169 : ℝ) : ℂ) := by
      simp [trace_fin_two]
    rw [overlap, h, Complex.ofReal_re]

end

end RichardsonTrotterCounterexample
```

```lean
#print axioms RichardsonTrotterCounterexample.richardson_counterexample
-- 'RichardsonTrotterCounterexample.richardson_counterexample' depends on axioms: [propext, Classical.choice, Quot.sound]
```
